# With A − B positive definite, the triplet response energy vanishes at a triplet instability but the Tamm–Dancoff energy does not

Stretch the bond of a closed-shell molecule while keeping its orbitals spin-restricted. The lowest triplet excitation energy from linear response can fall to zero, at the geometry where the restricted state becomes unstable towards spin polarisation. The Tamm–Dancoff approximation, which drops the coupling matrix \(B\), can still give a positive energy there. How are the two energies tied to the instability?

For real orbitals and a frequency-independent kernel, the triplet response equations are \(AX+BY=\Omega X\) and \(BX+AY=-\Omega Y\), where \(X\) and \(Y\) are the excitation and de-excitation amplitudes and \(\Omega\) is the excitation energy. The matrix \(A\) holds the orbital energy gaps and the coupling among excitations; \(B\) couples excitations to de-excitations. Adding and subtracting them gives

\[
(A+B)(X+Y)=\Omega(X-Y),\qquad (A-B)(X-Y)=\Omega(X+Y).
\]

Suppose \(A-B=S^2\) with \(S\) positive definite. Eliminating \(X-Y\) and writing \(X+Y=Sz\) leaves \(S(A+B)Sz=\Omega^2z\). The Tamm–Dancoff energy \(\tau\) is the lowest eigenvalue of \(A\).

Let \(a\) be the lowest eigenvalue of \(A+B\). This stability eigenvalue is positive while the restricted state is stable towards real spin polarisation, and it reaches zero at the instability. Let \(d\) and \(D\) be the lowest and highest eigenvalues of \(A-B\). If \(A+B\) is positive semidefinite and \(\Omega^2\) is the lowest eigenvalue of \(S(A+B)S\), then

\[
ad\le\Omega^2\le aD,\qquad \tau\ge\frac{a+d}{2}\ge\frac d2>0 .
\]

## Trial vectors for the bounds

If \(\mu\) is the lowest eigenvalue of a symmetric \(M\), then \(M-\mu 1\) has no negative eigenvalue. Expanding \(x\) in its orthonormal eigenvectors gives \(x\cdot Mx\ge\mu\,x\cdot x\). Applying this to \(-M\) gives the upper bound with the highest eigenvalue. Semidefiniteness gives \(a\ge0\). Since \(x\cdot(A-B)x=|Sx|^2\) and \(S\) is invertible, \(d>0\).

**Lower bound.** Let \(z\ne0\) satisfy \(S(A+B)Sz=\Omega^2z\). Then

\[
\Omega^2|z|^2=(Sz)\cdot(A+B)(Sz)\ge a|Sz|^2\ge ad|z|^2 .
\]

**Upper bound.** Let \((A+B)v=av\) with \(v\ne0\), and take \(x=S^{-1}v\). Then

\[
\Omega^2|x|^2\le x\cdot S(A+B)Sx=v\cdot(A+B)v=a|Sx|^2\le aD|x|^2 .
\]

**Tamm–Dancoff.** Let \(v\ne0\) now satisfy \(Av=\tau v\). Because \(A=\tfrac12[(A+B)+(A-B)]\),

\[
\tau|v|^2=\tfrac12v\cdot(A+B)v+\tfrac12v\cdot(A-B)v\ge\tfrac{a+d}{2}|v|^2 .
\]

Thus \(\Omega=0\) exactly when \(a=0\). If \(a\to0\) while \(D\le K\), then \(0\le\Omega\le\sqrt{aK}\to0\).

## Two coupled excitations

Take

\[
A-B=\begin{pmatrix}4&0\\0&9\end{pmatrix},\quad
S=\begin{pmatrix}2&0\\0&3\end{pmatrix},\quad
A+B=\begin{pmatrix}2&1\\1&2\end{pmatrix}.
\]

Here \(a=1\), \(d=4\) and \(D=9\). The lowest eigenvalue of \(S(A+B)S\) is \(\Omega^2=13-\sqrt{61}\approx5.19\), between 4 and 9, and \(\tau\approx2.90\ge2.5\). Subtracting the identity from \(A+B\), with \(A-B\) unchanged, makes \(a=0\). Then \(\Omega=0\), but \(\tau\approx2.40\), above \(d/2=2\).

This marginal case, \(a=0\), also shows what goes wrong if the soft mode \(v=(1,-1)\) itself is used as the trial vector for \(S(A+B)S\): its normalised expectation value is \(1/2\). The vector \(S^{-1}v=(1/2,-1/3)\) gives zero, as the upper bound requires.

## Matrices and spectral data in Lean

The finite type `n` labels the occupied–virtual pairs.

```lean
import Mathlib

open Matrix Filter Topology

namespace TripletCollapse

variable {n : Type*} [Fintype n]
```

An eigenvalue is a real number with a nonzero eigenvector; multiplicity is not recorded.

```lean
/-- The real eigenvalues of a real square matrix: numbers that possess a nonzero eigenvector. -/
def eigenvalueSet (M : Matrix n n ℝ) : Set ℝ :=
  {μ | ∃ v : n → ℝ, v ≠ 0 ∧ M *ᵥ v = μ • v}
```

`IsLeast` and `IsGreatest` select the ends of this set. In the structure below, `stable` says that no real triplet orbital rotation lowers the energy to second order. `posDef` and `root` make \(A-B\) positive definite; for a local or gradient-corrected density functional, this matrix is diagonal and holds the orbital energy gaps. Both conditions are assumed, not derived from a functional. Symmetry of \(A\) and \(B\) follows from them.

The field `casida` starts from the reduced eigenvalue problem, and `nonneg` selects the nonnegative root. Imaginary energies beyond the instability are not covered.

```lean
/-- Triplet response matrices `A`, `B` with `A + B` positive semidefinite and `A - B = S²`,
`S` positive definite, together with their spectral data: `a` is the lowest eigenvalue of `A + B`,
`d` and `D` are the lowest and highest of `A - B`, `Ω ≥ 0` is the excitation energy whose square is
the lowest eigenvalue of `S (A + B) S`, and `τ` is the Tamm-Dancoff energy, the lowest of `A`. -/
structure IsTripletProblem (A B S : Matrix n n ℝ) (a d D Ω τ : ℝ) : Prop where
  stable : (A + B).PosSemidef
  posDef : S.PosDef
  root : A - B = S * S
  lowPlus : IsLeast (eigenvalueSet (A + B)) a
  lowMinus : IsLeast (eigenvalueSet (A - B)) d
  highMinus : IsGreatest (eigenvalueSet (A - B)) D
  nonneg : 0 ≤ Ω
  casida : IsLeast (eigenvalueSet (S * (A + B) * S)) (Ω ^ 2)
  tammDancoff : IsLeast (eigenvalueSet A) τ
```

## Quadratic forms and Rayleigh bounds

The first lemmas move \(S\) across a dot product, establish positivity of \(x\cdot x\), and rewrite the two quadratic forms used above.

```lean
variable {A B S M : Matrix n n ℝ} {a d D Ω τ μ : ℝ}

private lemma dot_symm (hS : S.IsHermitian) (x y : n → ℝ) :
    x ⬝ᵥ S *ᵥ y = (S *ᵥ x) ⬝ᵥ y := by
  have hT : Sᵀ = S := by
    rw [← Matrix.conjTranspose_eq_transpose_of_trivial]
    exact hS
  rw [Matrix.dotProduct_mulVec, ← Matrix.mulVec_transpose, hT]

private lemma dot_pos {x : n → ℝ} (hx : x ≠ 0) : 0 < x ⬝ᵥ x :=
  lt_of_le_of_ne (Finset.sum_nonneg fun i _ => mul_self_nonneg (x i))
    fun h => hx (dotProduct_self_eq_zero.mp h.symm)

private lemma dot_sandwich (hS : S.IsHermitian) (x : n → ℝ) :
    x ⬝ᵥ (S * M * S) *ᵥ x = (S *ᵥ x) ⬝ᵥ M *ᵥ (S *ᵥ x) := by
  rw [← Matrix.mulVec_mulVec, ← Matrix.mulVec_mulVec, dot_symm hS]

private lemma dot_minus (h : IsTripletProblem A B S a d D Ω τ) (x : n → ℝ) :
    x ⬝ᵥ (A - B) *ᵥ x = (S *ᵥ x) ⬝ᵥ (S *ᵥ x) := by
  rw [h.root, ← Matrix.mulVec_mulVec, dot_symm h.posDef.isHermitian]
```

Next come the symmetry of \(A-B\) and the sign of \(a\).

```lean
private lemma minus_herm (h : IsTripletProblem A B S a d D Ω τ) : (A - B).IsHermitian := by
  rw [h.root]
  show (S * S)ᴴ = S * S
  rw [Matrix.conjTranspose_mul, h.posDef.isHermitian.eq]

private lemma stability_nonneg (h : IsTripletProblem A B S a d D Ω τ) : 0 ≤ a := by
  obtain ⟨v, hv0, hv⟩ := h.lowPlus.1
  have h0 := h.stable.dotProduct_mulVec_nonneg v
  rw [hv, star_trivial, dotProduct_smul, smul_eq_mul] at h0
  exact nonneg_of_mul_nonneg_left h0 (dot_pos hv0)
```

The lower Rayleigh bound uses the shift \(M-\mu1\): an eigenvalue of the shifted matrix, plus \(\mu\), belongs to `eigenvalueSet M`.

```lean
variable [DecidableEq n]

/-- The expectation value of a real symmetric matrix is at least its lowest eigenvalue times the
squared length of the trial vector. -/
theorem rayleigh_lower (hM : M.IsHermitian) (h : IsLeast (eigenvalueSet M) μ) (x : n → ℝ) :
    μ * (x ⬝ᵥ x) ≤ x ⬝ᵥ M *ᵥ x := by
  have hN : (M - μ • (1 : Matrix n n ℝ)).IsHermitian :=
    hM.sub (by simp [Matrix.IsHermitian])
  -- the shifted matrix has no negative eigenvalue
  have hpos : (M - μ • (1 : Matrix n n ℝ)).PosSemidef := by
    rw [hN.posSemidef_iff_eigenvalues_nonneg]
    intro i
    have hv := hN.mulVec_eigenvectorBasis i
    have hne : (hN.eigenvectorBasis i).ofLp ≠ 0 := by
      intro h0
      exact hN.eigenvectorBasis.orthonormal.ne_zero i (by ext j; exact congrFun h0 j)
    rw [Matrix.sub_mulVec, Matrix.smul_mulVec, Matrix.one_mulVec] at hv
    have key : hN.eigenvalues i + μ ∈ eigenvalueSet M :=
      ⟨_, hne, by rw [add_smul, ← hv, sub_add_cancel]⟩
    have hle := h.2 key
    show (0 : ℝ) ≤ hN.eigenvalues i
    linarith
  have hx := hpos.dotProduct_mulVec_nonneg x
  rw [Matrix.sub_mulVec, Matrix.smul_mulVec, Matrix.one_mulVec, dotProduct_sub,
    dotProduct_smul, smul_eq_mul, star_trivial] at hx
  linarith
```

The upper bound applies the lower one to `-M`.

```lean
/-- The expectation value of a real symmetric matrix is at most its highest eigenvalue times the
squared length of the trial vector. -/
theorem rayleigh_upper (hM : M.IsHermitian) (h : IsGreatest (eigenvalueSet M) μ) (x : n → ℝ) :
    x ⬝ᵥ M *ᵥ x ≤ μ * (x ⬝ᵥ x) := by
  have hneg : IsLeast (eigenvalueSet (-M)) (-μ) := by
    constructor
    · obtain ⟨v, hv0, hv⟩ := h.1
      exact ⟨v, hv0, by rw [Matrix.neg_mulVec, hv, neg_smul]⟩
    · rintro ν ⟨v, hv0, hv⟩
      rw [Matrix.neg_mulVec] at hv
      have hm : -ν ∈ eigenvalueSet M := ⟨v, hv0, by rw [neg_smul, ← hv, neg_neg]⟩
      have hle := h.2 hm
      linarith
  have hx := rayleigh_lower hM.neg hneg x
  rw [Matrix.neg_mulVec, dotProduct_neg] at hx
  linarith
```

## Response and Tamm–Dancoff energies

The two halves of `excitation_bounds` use \(z\) and \(S^{-1}v\) as in the derivation. The final step of each cancels the positive squared length.

```lean
/-- The squared excitation energy lies between the stability eigenvalue `a` times the lowest and
`a` times the highest eigenvalue of `A - B`. -/
theorem excitation_bounds (h : IsTripletProblem A B S a d D Ω τ) :
    a * d ≤ Ω ^ 2 ∧ Ω ^ 2 ≤ a * D := by
  have hS := h.posDef.isHermitian
  have hK := h.stable.isHermitian
  have ha := stability_nonneg h
  constructor
  · obtain ⟨z, hz0, hz⟩ := h.casida.1
    have h1 := rayleigh_lower hK h.lowPlus (S *ᵥ z)
    rw [← dot_sandwich hS, hz, dotProduct_smul, smul_eq_mul] at h1
    have h2 := rayleigh_lower (minus_herm h) h.lowMinus z
    rw [dot_minus h] at h2
    have h3 := mul_le_mul_of_nonneg_left h2 ha
    exact le_of_mul_le_mul_right (by linarith) (dot_pos hz0)
  · have hC : (S * (A + B) * S).IsHermitian := by
      show (S * (A + B) * S)ᴴ = S * (A + B) * S
      rw [Matrix.conjTranspose_mul, Matrix.conjTranspose_mul, hS.eq, hK.eq, mul_assoc]
    -- trial vector: the soft mode v pulled back through S
    obtain ⟨v, hv0, hv⟩ := h.lowPlus.1
    obtain ⟨U, hU⟩ := h.posDef.isUnit
    obtain ⟨x, hx⟩ : ∃ x, S *ᵥ x = v := ⟨(↑U⁻¹ : Matrix n n ℝ) *ᵥ v, by
      rw [Matrix.mulVec_mulVec, ← hU, Units.mul_inv, Matrix.one_mulVec]⟩
    have hx0 : x ≠ 0 := by
      intro h0
      apply hv0
      rw [← hx, h0, Matrix.mulVec_zero]
    have h1 := rayleigh_lower hC h.casida x
    rw [dot_sandwich hS, hx, hv, dotProduct_smul, smul_eq_mul] at h1
    have h2 := rayleigh_upper (minus_herm h) h.highMinus x
    rw [dot_minus h, hx] at h2
    have h3 := mul_le_mul_of_nonneg_left h2 ha
    exact le_of_mul_le_mul_right (by linarith) (dot_pos hx0)
```

The next proof first obtains \(d>0\), then averages the two Rayleigh bounds on the Tamm–Dancoff eigenvector.

```lean
/-- The Tamm-Dancoff energy is at least the mean of the lowest eigenvalues of `A + B` and
`A - B`, and at least half the lowest eigenvalue of `A - B`, which is positive. -/
theorem tammDancoff_bounds (h : IsTripletProblem A B S a d D Ω τ) :
    (a + d) / 2 ≤ τ ∧ 0 < d / 2 ∧ d / 2 ≤ τ := by
  have hd : 0 < d := by
    obtain ⟨w, hw0, hw⟩ := h.lowMinus.1
    have hSw : S *ᵥ w ≠ 0 := by
      intro h1
      have h2 := h.posDef.dotProduct_mulVec_pos hw0
      rw [h1, dotProduct_zero] at h2
      exact lt_irrefl _ h2
    have h0 := dot_pos hSw
    rw [← dot_minus h, hw, dotProduct_smul, smul_eq_mul] at h0
    exact pos_of_mul_pos_left h0 (dot_pos hw0).le
  have hmean : (a + d) / 2 ≤ τ := by
    -- average the two Rayleigh bounds on the Tamm-Dancoff eigenvector
    obtain ⟨v, hv0, hv⟩ := h.tammDancoff.1
    have h1 := rayleigh_lower h.stable.isHermitian h.lowPlus v
    have h2 := rayleigh_lower (minus_herm h) h.lowMinus v
    rw [Matrix.add_mulVec, dotProduct_add, hv, dotProduct_smul, smul_eq_mul] at h1
    rw [Matrix.sub_mulVec, dotProduct_sub, hv, dotProduct_smul, smul_eq_mul] at h2
    exact le_of_mul_le_mul_right (by linarith) (dot_pos hv0)
  exact ⟨hmean, by linarith, by linarith [stability_nonneg h]⟩
```

The two-sided bound on \(\Omega^2\) now gives the equivalence.

```lean
/-- The excitation energy `Ω` is zero exactly when the stability eigenvalue `a` is zero. -/
theorem collapse_iff (h : IsTripletProblem A B S a d D Ω τ) : Ω = 0 ↔ a = 0 := by
  obtain ⟨h1, h2⟩ := excitation_bounds h
  have hd : 0 < d := by linarith [(tammDancoff_bounds h).2.1]
  constructor
  · intro h0
    rw [h0] at h1
    have ha := stability_nonneg h
    nlinarith
  · intro h0
    rw [h0, zero_mul] at h2
    exact pow_eq_zero_iff two_ne_zero |>.mp (le_antisymm h2 (sq_nonneg Ω))
```

## Approaching the instability

In `triplet_collapse`, the index `k` can run over bond lengths up to the instability, and the filter `l` can describe the approach to it. The matrix size is fixed, and the bounds \(\delta\le d\) and \(D\le K\) hold along the whole family. The Tamm–Dancoff floor \(\delta/2\) is informative when \(\delta>0\). The proof squeezes \(\Omega\) between zero and \(\sqrt{aK}\).

```lean
/-- Triplet collapse: along a family of triplet problems whose stability eigenvalue tends to zero,
with the spectrum of `A - B` kept between `δ` and `K`, the excitation energy tends to zero while
the Tamm-Dancoff energy stays at least `δ / 2`. -/
theorem triplet_collapse {ι : Type*} {l : Filter ι} {A B S : ι → Matrix n n ℝ}
    {a d D Ω τ : ι → ℝ} {δ K : ℝ}
    (h : ∀ k, IsTripletProblem (A k) (B k) (S k) (a k) (d k) (D k) (Ω k) (τ k))
    (hδ : ∀ k, δ ≤ d k) (hK : ∀ k, D k ≤ K) (ha : Tendsto a l (𝓝 0)) :
    Tendsto Ω l (𝓝 0) ∧ ∀ k, δ / 2 ≤ τ k := by
  refine ⟨?_, fun k => by linarith [hδ k, (tammDancoff_bounds (h k)).2.2]⟩
  have hlim : Tendsto (fun k => √(a k * K)) l (𝓝 0) := by
    simpa using (ha.mul_const K).sqrt
  refine squeeze_zero (fun k => (h k).nonneg) (fun k => ?_) hlim
  have hb := (excitation_bounds (h k)).2.trans
    (mul_le_mul_of_nonneg_left (hK k) (stability_nonneg (h k)))
  exact (le_abs_self _).trans (Real.abs_le_sqrt hb)
```

For finite-basis response calculations satisfying these assumptions, with \(d\ge\delta>0\), the bound \(a\le\Omega^2/\delta\) shows that a triplet energy \(\Omega\ll\delta\) signals a stability eigenvalue \(a\ll\delta\), and so a nearly unstable reference state. The Tamm–Dancoff floor is no measure of accuracy.

## Scalar matrices attain the bounds

On any nonempty index type, a scalar matrix has a single eigenvalue.

```lean
private lemma eigenvalueSet_scalar [Nonempty n] (c : ℝ) :
    eigenvalueSet (c • (1 : Matrix n n ℝ)) = {c} := by
  ext ν
  constructor
  · rintro ⟨v, hv0, hv⟩
    rw [Matrix.smul_mulVec, Matrix.one_mulVec] at hv
    exact (smul_left_injective ℝ hv0 hv).symm
  · intro hν
    rw [Set.mem_singleton_iff] at hν
    exact ⟨1, one_ne_zero, by rw [hν, Matrix.smul_mulVec, Matrix.one_mulVec]⟩
```

Choosing \(A+B=t1\) and \(A-B=s^21\) satisfies every field of the structure, including at \(t=0\). Here \(\Omega^2=ts^2=ad=aD\) and \(\tau=(a+d)/2\).

```lean
/-- On a nonempty index type, degenerate uncoupled excitations with `A + B = t • 1`,
`A - B = s² • 1`, `t ≥ 0`, `s > 0`, form a triplet problem with `Ω = s √t` and Tamm-Dancoff energy
`(t + s²) / 2`. -/
theorem triplet_problem_witness [Nonempty n] {t s : ℝ} (ht : 0 ≤ t) (hs : 0 < s) :
    IsTripletProblem (((t + s ^ 2) / 2) • (1 : Matrix n n ℝ)) (((t - s ^ 2) / 2) • 1) (s • 1)
      t (s ^ 2) (s ^ 2) (s * √t) ((t + s ^ 2) / 2) := by
  have hp : ((t + s ^ 2) / 2) • (1 : Matrix n n ℝ) + ((t - s ^ 2) / 2) • 1 = t • 1 := by
    module
  have hm : ((t + s ^ 2) / 2) • (1 : Matrix n n ℝ) - ((t - s ^ 2) / 2) • 1 = s ^ 2 • 1 := by
    module
  have hc : (s • (1 : Matrix n n ℝ)) * (t • 1) * (s • 1) = (s * √t) ^ 2 • 1 := by
    rw [mul_pow, Real.sq_sqrt ht]
    simp only [mul_smul_comm, mul_one]
    module
  refine ⟨?_, Matrix.PosDef.one.smul hs, ?_, ?_, ?_, ?_, by positivity, ?_, ?_⟩
  · rw [hp]
    exact Matrix.PosSemidef.one.smul ht
  · rw [hm]
    simp only [mul_smul_comm, mul_one]
    module
  · rw [hp, eigenvalueSet_scalar]
    exact isLeast_singleton
  · rw [hm, eigenvalueSet_scalar]
    exact isLeast_singleton
  · rw [hm, eigenvalueSet_scalar]
    exact isGreatest_singleton
  · rw [hp, hc, eigenvalueSet_scalar]
    exact isLeast_singleton
  · rw [eigenvalueSet_scalar]
    exact isLeast_singleton

end TripletCollapse
```

```lean
#print axioms TripletCollapse.tammDancoff_bounds
-- 'TripletCollapse.tammDancoff_bounds' depends on axioms: [propext, Classical.choice, Quot.sound]
#print axioms TripletCollapse.collapse_iff
-- 'TripletCollapse.collapse_iff' depends on axioms: [propext, Classical.choice, Quot.sound]
#print axioms TripletCollapse.triplet_collapse
-- 'TripletCollapse.triplet_collapse' depends on axioms: [propext, Classical.choice, Quot.sound]
```
